# Above the single-pair continuum, conservation laws allow a plasmon to decay into two particle-hole pairs

A plasmon is represented here by two data only, a momentum $q$ and an energy $w>0$, and "decay" means that particle-hole pairs exist with the same total momentum and energy. Neither a plasmon dispersion relation nor a transition amplitude enters. The electrons have the kinetic energies of free particles, in units where $\hbar=m=1$, and their momenta are vectors of a real inner-product space.

The Fermi sea is the ball $\|k\|\le k_F$. A pair takes an electron from $k$ inside it to $k+p$ outside it, and costs the energy

$$\varepsilon(k,p)=\tfrac12\|k+p\|^2-\tfrac12\|k\|^2 .$$

The claim is that a plasmon with

$$\|q\|<\sqrt{k_F^2+2w}-k_F$$

cannot become one pair, while in dimension at least two, with $k_F>0$, it can become two. For $q=0$ two pairs suffice in every nonzero dimension.

## One pair gains too little energy

Expanding the square gives $\varepsilon(k,q)=\langle k,q\rangle+\tfrac12\|q\|^2$. By Cauchy-Schwarz and $\|k\|\le k_F$,

$$\varepsilon(k,q)\le k_F\|q\|+\tfrac12\|q\|^2=\tfrac12\left[(k_F+\|q\|)^2-k_F^2\right]<w ,$$

where the last step squares the assumption $k_F+\|q\|<\sqrt{k_F^2+2w}$. The plasmon therefore lies above the upper edge of the single-pair continuum.

## Two pairs share the momentum and the energy

Put $S=\sqrt{k_F^2+w}$ and $R=k_F+S$. Since $w>0$, we have $S>k_F$. For a unit vector $u$, move an electron from $-k_Fu$ straight across the sea to $Su$. This pair has momentum $Ru$ and energy $\tfrac12(S^2-k_F^2)=\tfrac12w$. A second pair along a unit vector $v$ brings the totals to $R(u+v)$ and $w$. With $v=-u$ the total momentum is zero.

For other values of $q$ we need $u+v=x$, where $x=q/R$. If $v=x-u$, then

$$\|v\|^2=\|x\|^2-2\langle x,u\rangle+1,$$

which equals 1 exactly when $\langle x,u\rangle=\tfrac12\|x\|^2$. In dimension at least two the unit sphere is connected, so $\langle x,u\rangle$ takes every value from $-\|x\|$ to $\|x\|$. The required value is among them if $\|x\|\le2$, that is, if $\|q\|\le2R$.

No two pairs of total energy $w$ can carry more momentum. From $q=(k_1+p_1)+(k_2+p_2)-(k_1+k_2)$,

$$\|q\|\le\|k_1+p_1\|+\|k_2+p_2\|+2k_F ,$$

and energy conservation gives

$$\left(\frac{\|k_1+p_1\|+\|k_2+p_2\|}{2}\right)^2\le\frac{\|k_1+p_1\|^2+\|k_2+p_2\|^2}{2}=w+\frac{\|k_1\|^2+\|k_2\|^2}{2}\le S^2 .$$

Hence $\|q\|\le2(S+k_F)=2R$.

Finally, $k_F^2+2w\le4(k_F^2+w)$ gives $\sqrt{k_F^2+2w}\le2S$. The plasmon's momentum is thus strictly below $2R$, and two pairs are available. The strict inequality also forces $u\ne v$, so for $k_F>0$ the two holes differ and so do the two excited electrons. Pauli exclusion is respected even for equal spins.

## A plasmon with round numbers

Take $k_F=1$ and $w=24$, an energy chosen for its square roots and not for realism. Then $S=5$, $R=6$, and the single-pair bound is $\sqrt{49}-1=6$. Let $q=(3.36,\,0)$ in the plane. One pair gains at most $3.36+\tfrac12(3.36)^2\approx9.0$, far below 24.

For two pairs, $q/6=(0.56,\,0)$ is the sum of the unit vectors $u=(0.28,\,0.96)$ and $v=(0.28,\,-0.96)$. The electrons go from $(-0.28,\,-0.96)$ to $(1.4,\,4.8)$ and from $(-0.28,\,0.96)$ to $(1.4,\,-4.8)$. Each gains $\tfrac12(25-1)=12$, and the momentum transfers add up to $(3.36,\,0)$.

## Pairs and energies in Lean

The type `E` is the momentum space. Ordinary two- and three-dimensional momentum spaces are instances, and no finite dimension is assumed.

```lean
import Mathlib

open Metric

namespace PlasmonTwoPairDecay

variable {E : Type*} [NormedAddCommGroup E] [InnerProductSpace ℝ E]
```

The predicate `IsPair` places the Fermi surface itself inside the sea: a hole may have norm exactly $k_F$, an excited electron may not.

```lean
/-- An electron is lifted from momentum `k` in the Fermi sea of radius `kF` to momentum
`k + p` outside it. -/
def IsPair (kF : ℝ) (k p : E) : Prop := ‖k‖ ≤ kF ∧ kF < ‖k + p‖

/-- The kinetic energy needed to take an electron from `k` to `k + p`, in units where
`ħ = m = 1`. -/
noncomputable def pairEnergy (k p : E) : ℝ := ‖k + p‖ ^ 2 / 2 - ‖k‖ ^ 2 / 2
```

`IsTwoPair` prescribes only the sums of momentum and energy. Distinctness of the electrons' momenta is left out of this definition and stated separately in the theorems that need it.

```lean
/-- Two particle-hole pairs with total momentum `q` and total energy `w`. The two electrons
may share a momentum, as electrons of opposite spin can. -/
def IsTwoPair (kF : ℝ) (q : E) (w : ℝ) (k₁ p₁ k₂ p₂ : E) : Prop :=
  IsPair kF k₁ p₁ ∧ IsPair kF k₂ p₂ ∧ p₁ + p₂ = q ∧ pairEnergy k₁ p₁ + pairEnergy k₂ p₂ = w
```

The expansion of the square is Mathlib's `norm_add_sq_real`.

```lean
/-- The pair energy is `⟨k, p⟩ + ‖p‖² / 2`. -/
theorem pairEnergy_eq (k p : E) : pairEnergy k p = inner ℝ k p + ‖p‖ ^ 2 / 2 := by
  unfold pairEnergy
  rw [norm_add_sq_real]
  ring
```

The next theorem is the exclusion of one pair. It needs only that the initial momentum lies in the sea, whether or not the final one lies outside. `h1` is Cauchy-Schwarz, `h2` inserts $\|k\|\le k_F$, and `h3` squares the assumption on $q$; `nlinarith` combines them.

```lean
/-- If `‖q‖ < √(kF² + 2w) - kF`, an electron of the Fermi sea that absorbs the momentum `q`
gains less energy than `w`. -/
theorem pairEnergy_lt {kF w : ℝ} {k q : E} (hk : ‖k‖ ≤ kF)
    (hq : ‖q‖ < √(kF ^ 2 + 2 * w) - kF) : pairEnergy k q < w := by
  rw [pairEnergy_eq]
  have h1 := real_inner_le_norm k q
  have h2 : ‖k‖ * ‖q‖ ≤ kF * ‖q‖ := mul_le_mul_of_nonneg_right hk (norm_nonneg q)
  have h0 : 0 ≤ kF + ‖q‖ := add_nonneg ((norm_nonneg k).trans hk) (norm_nonneg q)
  have h3 : (kF + ‖q‖) ^ 2 < kF ^ 2 + 2 * w := (Real.lt_sqrt h0).mp (by linarith)
  nlinarith
```

## Electrons sent across the Fermi sea

This is the construction with $-k_Fu\to Su$ and $-k_Fv\to Sv$. The auxiliary statements `hi` and `hf` compute the initial and final norms, $k_F$ and $S$, after which the energy balance is algebra.

```lean
/-- For `kF ≥ 0`, `w > 0` and unit vectors `u` and `v`, moving electrons from `-kF u` and `-kF v`
straight across the Fermi sea to radius `√(kF² + w)` creates two pairs of total energy `w`. -/
theorem isTwoPair_across {kF w : ℝ} (hF : 0 ≤ kF) (hw : 0 < w) {u v : E}
    (hu : ‖u‖ = 1) (hv : ‖v‖ = 1) :
    IsTwoPair kF ((kF + √(kF ^ 2 + w)) • (u + v)) w
      (-(kF • u)) ((kF + √(kF ^ 2 + w)) • u) (-(kF • v)) ((kF + √(kF ^ 2 + w)) • v) := by
  have hS : √(kF ^ 2 + w) ^ 2 = kF ^ 2 + w := Real.sq_sqrt (by positivity)
  have hlt : kF < √(kF ^ 2 + w) := (Real.lt_sqrt hF).mpr (by linarith)
  -- norms of the initial and final momenta
  have hi : ∀ x : E, ‖x‖ = 1 → ‖-(kF • x)‖ = kF := fun x hx => by
    rw [norm_neg, norm_smul, hx, mul_one, Real.norm_of_nonneg hF]
  have hf : ∀ x : E, ‖x‖ = 1 →
      ‖-(kF • x) + (kF + √(kF ^ 2 + w)) • x‖ = √(kF ^ 2 + w) := fun x hx => by
    have e : -(kF • x) + (kF + √(kF ^ 2 + w)) • x = √(kF ^ 2 + w) • x := by module
    rw [e, norm_smul, hx, mul_one, Real.norm_of_nonneg (Real.sqrt_nonneg _)]
  refine ⟨⟨(hi u hu).le, ?_⟩, ⟨(hi v hv).le, ?_⟩, (smul_add _ _ _).symm, ?_⟩
  · rw [hf u hu]; exact hlt
  · rw [hf v hv]; exact hlt
  · unfold pairEnergy
    rw [hf u hu, hf v hv, hi u hu, hi v hv, hS]
    ring
```

Different directions give different initial and final momenta, because multiplication by the nonzero numbers $k_F$ and $S$ is injective. For $k_F=0$ both holes would sit at the origin, hence the strict hypothesis `0 < kF`.

```lean
/-- For `kF, w > 0` and different directions `u` and `v`, the two electrons moved across the
Fermi sea have different initial momenta and different final momenta. -/
theorem across_ne {kF w : ℝ} (hF : 0 < kF) (hw : 0 < w) {u v : E} (huv : u ≠ v) :
    -(kF • u) ≠ -(kF • v) ∧
      -(kF • u) + (kF + √(kF ^ 2 + w)) • u ≠ -(kF • v) + (kF + √(kF ^ 2 + w)) • v := by
  have hS : 0 < √(kF ^ 2 + w) := Real.sqrt_pos.mpr (by positivity)
  have e : ∀ x : E, -(kF • x) + (kF + √(kF ^ 2 + w)) • x = √(kF ^ 2 + w) • x :=
    fun x => by module
  refine ⟨fun h => huv (smul_right_injective E hF.ne' (neg_injective h)), fun h => ?_⟩
  rw [e u, e v] at h
  exact huv (smul_right_injective E hS.ne' h)
```

For zero total momentum, any nonzero vector is normalised to a unit vector $u$, and the construction is applied to $u$ and $-u$. The witnesses are $k=-k_Fu$ and $p=Ru$. One dimension is enough, as `[Nontrivial E]` records.

```lean
/-- In any nonzero dimension and for `kF, w > 0`, two pairs `k → k + p` and `-k → -k - p` of zero
total momentum have total energy `w` for some `k` and `p`, with distinct holes and distinct
excited electrons. -/
theorem zero_momentum_two_pair [Nontrivial E] {kF w : ℝ} (hF : 0 < kF) (hw : 0 < w) :
    ∃ k p : E, k ≠ -k ∧ k + p ≠ -k + -p ∧ IsTwoPair kF 0 w k p (-k) (-p) := by
  obtain ⟨x, hx⟩ := exists_ne (0 : E)
  obtain ⟨u, hu⟩ : ∃ u : E, ‖u‖ = 1 := ⟨‖x‖⁻¹ • x, by
    rw [norm_smul, norm_inv, norm_norm, inv_mul_cancel₀ (norm_ne_zero_iff.mpr hx)]⟩
  have hne : u ≠ -u := fun h => by
    have h2 : (2 : ℝ) • u = 0 := by
      rw [two_smul]; exact eq_neg_iff_add_eq_zero.mp h
    have h3 := congrArg norm h2
    rw [norm_smul, hu, norm_zero] at h3
    norm_num at h3
  -- the two electrons cross the Fermi sea in opposite directions
  have h := isTwoPair_across hF.le hw hu ((norm_neg u).trans hu)
  have hd := across_ne hF hw hne
  simp only [smul_neg, add_neg_cancel, smul_zero] at h hd
  exact ⟨_, _, hd.1, hd.2, h⟩
```

## The largest momentum two pairs can carry

The hypothesis `1 < Module.rank ℝ E` says that the dimension is at least two. The lemma below writes $q$ as $R(u+v)$. Its vector `e` is the direction of $x$, or any unit vector if $x=0$, and the intermediate value theorem runs on the sphere between $-e$ and $e$. The second unit vector is $x-u$, whose squared norm `hv` evaluates to 1.

```lean
/-- In dimension at least two, every vector of length at most `2R`, with `R > 0`, is the sum of
two vectors of length `R`. -/
theorem exists_unit_add (hd : 1 < Module.rank ℝ E) {R : ℝ} (hR : 0 < R) {q : E}
    (hq : ‖q‖ ≤ 2 * R) : ∃ u v : E, ‖u‖ = 1 ∧ ‖v‖ = 1 ∧ R • (u + v) = q := by
  obtain ⟨x, hxq⟩ : ∃ x : E, R • x = q := ⟨R⁻¹ • q, smul_inv_smul₀ hR.ne' q⟩
  rw [← hxq, norm_smul, Real.norm_of_nonneg hR.le] at hq
  have hx : ‖x‖ ≤ 2 := le_of_mul_le_mul_left (by linarith : R * ‖x‖ ≤ R * 2) hR
  have hconn := isConnected_sphere hd (0 : E) zero_le_one
  obtain ⟨e, he, hxe⟩ : ∃ e : E, ‖e‖ = 1 ∧ x = ‖x‖ • e := by
    by_cases h : x = 0
    · obtain ⟨e, he⟩ := hconn.nonempty
      exact ⟨e, mem_sphere_zero_iff_norm.mp he, by rw [h, norm_zero, zero_smul]⟩
    · have hn : ‖x‖ ≠ 0 := norm_ne_zero_iff.mpr h
      exact ⟨‖x‖⁻¹ • x, by rw [norm_smul, norm_inv, norm_norm, inv_mul_cancel₀ hn],
        (smul_inv_smul₀ hn x).symm⟩
  have hin : inner ℝ x e = ‖x‖ := by
    calc inner ℝ x e = inner ℝ (‖x‖ • e) e := by rw [← hxe]
      _ = ‖x‖ := by rw [real_inner_smul_left, real_inner_self_eq_norm_sq, he]; ring
  -- on the connected sphere the projection on x takes the value ‖x‖² / 2
  have hf : ContinuousOn (fun u : E => inner ℝ x u) (sphere (0 : E) 1) :=
    (continuous_const.inner continuous_id).continuousOn
  have hmem : ‖x‖ ^ 2 / 2 ∈ Set.Icc (inner ℝ x (-e)) (inner ℝ x e) := by
    rw [inner_neg_right, hin]
    constructor <;> nlinarith [norm_nonneg x, mul_nonneg (norm_nonneg x) (sub_nonneg.2 hx)]
  obtain ⟨u, hus, hux⟩ := hconn.isPreconnected.intermediate_value
    (mem_sphere_zero_iff_norm.mpr ((norm_neg e).trans he))
    (mem_sphere_zero_iff_norm.mpr he) hf hmem
  have hu : ‖u‖ = 1 := mem_sphere_zero_iff_norm.mp hus
  change inner ℝ x u = ‖x‖ ^ 2 / 2 at hux
  have hv : ‖x - u‖ ^ 2 = 1 := by
    rw [norm_sub_sq_real, hux, hu]; ring
  refine ⟨u, x - u, hu, by nlinarith [norm_nonneg (x - u)], ?_⟩
  rw [add_sub_cancel, hxq]
```

The criterion follows. In the forward direction, `t1`, `t2` and `t3` are the triangle inequalities, and `t4` bounds the mean length of the final momenta by $S$. The converse feeds the unit vectors of the previous lemma into the construction. The two pairs in this equivalence may coincide, as they do in the construction at the boundary $\|q\|=2R$, where $u=v$; the two electrons then need opposite spins.

```lean
/-- In dimension at least two, for `kF ≥ 0` and `w > 0`, two pairs of total momentum `q` and total
energy `w` exist exactly when `‖q‖ ≤ 2 (kF + √(kF² + w))`. -/
theorem exists_twoPair_iff (hd : 1 < Module.rank ℝ E) {kF w : ℝ} (hF : 0 ≤ kF) (hw : 0 < w)
    (q : E) : (∃ k₁ p₁ k₂ p₂ : E, IsTwoPair kF q w k₁ p₁ k₂ p₂) ↔
      ‖q‖ ≤ 2 * (kF + √(kF ^ 2 + w)) := by
  constructor
  · rintro ⟨k₁, p₁, k₂, p₂, ⟨h1, _⟩, ⟨h2, _⟩, hq, hE⟩
    unfold pairEnergy at hE
    have e : q = ((k₁ + p₁) + (k₂ + p₂)) - (k₁ + k₂) := by rw [← hq]; abel
    have t1 := norm_sub_le ((k₁ + p₁) + (k₂ + p₂)) (k₁ + k₂)
    rw [← e] at t1
    have t2 := norm_add_le (k₁ + p₁) (k₂ + p₂)
    have t3 := norm_add_le k₁ k₂
    have s1 : ‖k₁‖ ^ 2 ≤ kF ^ 2 := pow_le_pow_left₀ (norm_nonneg _) h1 2
    have s2 : ‖k₂‖ ^ 2 ≤ kF ^ 2 := pow_le_pow_left₀ (norm_nonneg _) h2 2
    -- the kinetic energy bounds the mean length of the final momenta
    have t4 : (‖k₁ + p₁‖ + ‖k₂ + p₂‖) / 2 ≤ √(kF ^ 2 + w) :=
      (le_abs_self _).trans (Real.abs_le_sqrt (by
        nlinarith [sq_nonneg (‖k₁ + p₁‖ - ‖k₂ + p₂‖)]))
    linarith
  · intro hq
    have hR : 0 < kF + √(kF ^ 2 + w) :=
      add_pos_of_nonneg_of_pos hF (Real.sqrt_pos.mpr (by positivity))
    obtain ⟨u, v, hu, hv, huv⟩ := exists_unit_add hd hR hq
    have h := isTwoPair_across hF hw hu hv
    rw [huv] at h
    exact ⟨_, _, _, _, h⟩
```

## One pair forbidden, two pairs allowed

The last theorem joins the two halves. Its first part says that no $k$ gives a pair of momentum $q$ and energy exactly $w$, which is immediate from `pairEnergy_lt`. For the second part, `hle` is the comparison $\sqrt{k_F^2+2w}\le2S$, `hlt` places $q$ strictly inside the two-pair region, and `hne` derives $u\ne v$ from that strictness.

```lean
/-- In dimension at least two, for `kF, w > 0`, a plasmon of energy `w` and momentum
`‖q‖ < √(kF² + 2w) - kF` cannot decay into one pair, but momentum and energy conservation allow
its decay into two pairs with distinct holes and distinct excited electrons. -/
theorem plasmon_decay (hd : 1 < Module.rank ℝ E) {kF w : ℝ} (hF : 0 < kF) (hw : 0 < w)
    {q : E} (hq : ‖q‖ < √(kF ^ 2 + 2 * w) - kF) :
    (¬ ∃ k : E, IsPair kF k q ∧ pairEnergy k q = w) ∧
      ∃ k₁ p₁ k₂ p₂ : E, k₁ ≠ k₂ ∧ k₁ + p₁ ≠ k₂ + p₂ ∧ IsTwoPair kF q w k₁ p₁ k₂ p₂ := by
  refine ⟨fun ⟨k, hk, hE⟩ => (pairEnergy_lt hk.1 hq).ne hE, ?_⟩
  have hS : √(kF ^ 2 + w) ^ 2 = kF ^ 2 + w := Real.sq_sqrt (by positivity)
  have hR : 0 < kF + √(kF ^ 2 + w) := by positivity
  -- the single-pair gap lies strictly inside the two-pair region
  have hle : √(kF ^ 2 + 2 * w) ≤ 2 * √(kF ^ 2 + w) :=
    Real.sqrt_le_iff.mpr ⟨by positivity, by nlinarith [sq_nonneg kF]⟩
  have hlt : ‖q‖ < 2 * (kF + √(kF ^ 2 + w)) := by linarith
  obtain ⟨u, v, hu, hv, huv⟩ := exists_unit_add hd hR hlt.le
  have hne : u ≠ v := fun h => by
    have hn : ‖q‖ = 2 * (kF + √(kF ^ 2 + w)) := by
      rw [← huv, ← h, ← two_smul ℝ u, norm_smul, norm_smul, hu, Real.norm_of_nonneg hR.le,
        Real.norm_of_nonneg (by norm_num : (0 : ℝ) ≤ 2)]
      ring
    exact hlt.ne hn
  have h := isTwoPair_across hF.le hw hu hv
  rw [huv] at h
  exact ⟨_, _, _, _, (across_ne hF hw hne).1, (across_ne hF hw hne).2, h⟩

end PlasmonTwoPairDecay
```

```lean
#print axioms PlasmonTwoPairDecay.zero_momentum_two_pair
#print axioms PlasmonTwoPairDecay.exists_twoPair_iff
#print axioms PlasmonTwoPairDecay.plasmon_decay
```

```
'PlasmonTwoPairDecay.zero_momentum_two_pair' depends on axioms: [propext, Classical.choice, Quot.sound]
'PlasmonTwoPairDecay.exists_twoPair_iff' depends on axioms: [propext, Classical.choice, Quot.sound]
'PlasmonTwoPairDecay.plasmon_decay' depends on axioms: [propext, Classical.choice, Quot.sound]
```

## Linewidths and finite simulation cells

In the random-phase approximation for the uniform electron gas at zero temperature, a plasmon above the single-pair continuum is undamped. The theorem shows, with free-electron energies, that final states for decay into two pairs are available there; whether the plasmon acquires a linewidth, and how large, depends on interaction matrix elements that this model does not contain. Available final states alone are not enough: in the three-dimensional uniform electron gas the plasmon linewidth at zero temperature vanishes as $q\to0$, although two-pair states exist at $q=0$.

The momenta could also have been restricted to the discrete grid of a periodic simulation cell. The bound on one pair would survive, since it holds for every vector $k$ in the sea. The existence of two pairs would not survive in general: on a grid the pair energies form a discrete set, so most values of $w$ are not matched exactly. Allowing a finite energy broadening is one way to admit nearby final states.
